# In linear response, finitely many sharp, non-interacting levels at distinct energies give a nonnegative open-circuit electronic thermal conductance, zero exactly when at most one level conducts

The first decision is what "open-circuit thermal conductance" means for a conductor that may not conduct at all. The textbook expression is a quotient, and for an insulator its denominator is zero. Here the conductance is defined by the measurement: it is a number $\kappa$ such that, whenever the biases are set so that no particle current flows, the heat current equals $\kappa$ times the temperature difference. This definition contains no division and also applies to an insulator.

The conductor has finitely many levels $j$, at energies $x_j$ measured from the chemical potential. Each has a weight $w_j$, which stands for its transmission, integrated over its very narrow line, times the thermal factor $-\partial f/\partial E$ of the Fermi function $f$ at the energy of the level, with constant prefactors absorbed. Transmission is nonnegative and $f$ decreases with energy, so $w_j \ge 0$ is the physical case. The model is non-interacting, restricted to linear response, and has no phonons. Each level is sharp: it transmits only at its own energy. A level broadened by its coupling to the leads transmits over a range of energies, so the zero conductance found below for a single level does not apply to it.

## Currents and conductance

```lean
import Mathlib

open Finset

namespace ThermoelectricMoments

noncomputable section

variable {ι : Type*} [Fintype ι]
```

The type `ι` is the finite set of level labels. It may be empty.

```lean
/-- The transport moment `L_n`: the sum of the level weights times the `n`-th power of the
level energies, measured from the chemical potential. -/
def moment (w x : ι → ℝ) (n : ℕ) : ℝ := ∑ j, w j * x j ^ n
```

Weights and energies are functions `w x : ι → ℝ`, so `w j` is $w_j$. The definition reads
$$L_n = \sum_j w_j x_j^n .$$

```lean
/-- Particle current driven by a chemical potential bias `μ` and a relative temperature
bias `θ = ΔT / T`. -/
def particleCurrent (w x : ι → ℝ) (μ θ : ℝ) : ℝ := ∑ j, w j * (μ + x j * θ)
```

Two biases drive the conductor: a chemical potential difference, called `μ` in the code and $\mu$ below, and a relative temperature difference $\theta = \Delta T/T$. To first order, level $j$ feels the force $\mu + x_j\theta$, and the particle current is
$$I = \sum_j w_j(\mu + x_j\theta).$$

```lean
/-- Heat current under the same biases: each particle carries the energy of its level. -/
def heatCurrent (w x : ι → ℝ) (μ θ : ℝ) : ℝ := ∑ j, x j * (w j * (μ + x j * θ))
```

A particle in level $j$ carries heat $x_j$, so the heat current is
$$J = \sum_j x_j w_j(\mu + x_j\theta).$$

```lean
/-- `κ` is an open-circuit thermal conductance at temperature `T`: whenever the particle
current vanishes, the heat current is `κ` times the temperature difference `T * θ`. -/
def IsThermalConductance (w x : ι → ℝ) (T κ : ℝ) : Prop :=
  ∀ μ θ : ℝ, particleCurrent w x μ θ = 0 → heatCurrent w x μ θ = κ * (T * θ)
```

This is the definition from the opening. `IsThermalConductance w x T κ` is a statement about a given number $\kappa$: for all $\mu$ and $\theta$, if $I = 0$ then $J = \kappa\, T\theta$, where $T\theta = \Delta T$.

```lean
/-- At most one level has a nonzero weight. -/
def AtMostOneLevel (w : ι → ℝ) : Prop := ∀ i j, w i ≠ 0 → w j ≠ 0 → i = j
```

The arrows read "if level $i$ has nonzero weight, and level $j$ has nonzero weight, then $i = j$". This permits one active level or none.

## The response matrix and its determinant

```lean
/-- Linear response in terms of the moments: the two cross coefficients are both `L_1`. -/
theorem onsager_relations (w x : ι → ℝ) (μ θ : ℝ) :
    particleCurrent w x μ θ = moment w x 0 * μ + moment w x 1 * θ ∧
    heatCurrent w x μ θ = moment w x 1 * μ + moment w x 2 * θ := by
  unfold particleCurrent heatCurrent moment
  constructor
  · rw [Finset.sum_mul, Finset.sum_mul, ← Finset.sum_add_distrib]
    exact Finset.sum_congr rfl fun j _ => by ring
  · rw [Finset.sum_mul, Finset.sum_mul, ← Finset.sum_add_distrib]
    exact Finset.sum_congr rfl fun j _ => by ring
```

Expanding the brackets in both currents gives
$$I = L_0\mu + L_1\theta, \qquad J = L_1\mu + L_2\theta .$$
The two cross coefficients agree because both are the sum $\sum_j w_j x_j$. This is Onsager symmetry read off from a model in which the same weights govern both currents; microscopic reversibility plays no part in the argument. In the proof, `Finset.sum_mul` and `Finset.sum_add_distrib` merge the right-hand side into one sum, and `ring` compares the terms for each $j$.

```lean
/-- Twice the determinant of the response matrix is the sum, over all ordered pairs of levels, of
the product of the two weights times the squared energy difference. -/
theorem two_mul_det_eq (w x : ι → ℝ) :
    2 * (moment w x 0 * moment w x 2 - moment w x 1 ^ 2) =
      ∑ i, ∑ j, w i * w j * (x i - x j) ^ 2 := by
  have h (a b : ℕ) : moment w x a * moment w x b =
      ∑ i, ∑ j, (w i * x i ^ a) * (w j * x j ^ b) := by
    unfold moment
    rw [Finset.sum_mul_sum]
  calc 2 * (moment w x 0 * moment w x 2 - moment w x 1 ^ 2)
      = moment w x 0 * moment w x 2 + moment w x 2 * moment w x 0
          - 2 * (moment w x 1 * moment w x 1) := by ring
    _ = _ := by
      rw [h, h, h, Finset.mul_sum, ← Finset.sum_add_distrib, ← Finset.sum_sub_distrib]
      refine Finset.sum_congr rfl fun i _ => ?_
      rw [Finset.mul_sum, ← Finset.sum_add_distrib, ← Finset.sum_sub_distrib]
      exact Finset.sum_congr rfl fun j _ => by ring
```

By hand, write each product of moments as a double sum:
$$L_0L_2 = \sum_{i,j} w_iw_j x_j^2,\qquad L_2L_0 = \sum_{i,j} w_iw_j x_i^2,\qquad L_1^2 = \sum_{i,j} w_iw_j x_ix_j .$$
Adding the first two and subtracting twice the third gives
$$2(L_0L_2 - L_1^2) = \sum_{i,j} w_iw_j(x_i-x_j)^2 .$$
The auxiliary statement `h` is the double-sum formula for a general product $L_aL_b$. The `calc` block splits the left-hand side into the three products, and the last `ring` completes the square for each pair. No sign condition is needed yet.

```lean
/-- For nonnegative weights the moments satisfy `L_1 ^ 2 ≤ L_0 * L_2`. -/
theorem moment_sq_le (w x : ι → ℝ) (hw : ∀ j, 0 ≤ w j) :
    moment w x 1 ^ 2 ≤ moment w x 0 * moment w x 2 := by
  have h : 0 ≤ ∑ i, ∑ j, w i * w j * (x i - x j) ^ 2 :=
    Finset.sum_nonneg fun i _ => Finset.sum_nonneg fun j _ =>
      mul_nonneg (mul_nonneg (hw i) (hw j)) (sq_nonneg _)
  rw [← two_mul_det_eq] at h
  linarith
```

The hypothesis `hw` says $w_j \ge 0$ for every $j$. Every term of the double sum is then nonnegative, so $L_1^2 \le L_0L_2$, which is the Cauchy–Schwarz inequality for these moments. The tactic `linarith` does the final step of linear arithmetic.

```lean
/-- For nonnegative weights at distinct energies, `L_1 ^ 2 = L_0 * L_2` holds exactly when at
most one weight is nonzero. -/
theorem moment_sq_eq_iff (w x : ι → ℝ) (hw : ∀ j, 0 ≤ w j) (hx : Function.Injective x) :
    moment w x 1 ^ 2 = moment w x 0 * moment w x 2 ↔ AtMostOneLevel w := by
  have hn (i j : ι) : 0 ≤ w i * w j * (x i - x j) ^ 2 :=
    mul_nonneg (mul_nonneg (hw i) (hw j)) (sq_nonneg _)
  have hdet := two_mul_det_eq w x
  constructor
  · intro h i j hi hj
    have hz : ∑ i, ∑ j, w i * w j * (x i - x j) ^ 2 = 0 := by linarith
    -- a vanishing sum of nonnegative terms vanishes term by term
    have h1 := (Finset.sum_eq_zero_iff_of_nonneg
      (fun i _ => Finset.sum_nonneg fun j _ => hn i j)).1 hz i (Finset.mem_univ i)
    have h2 := (Finset.sum_eq_zero_iff_of_nonneg (fun j _ => hn i j)).1 h1 j
      (Finset.mem_univ j)
    have h3 : (x i - x j) ^ 2 = 0 := (mul_eq_zero.1 h2).resolve_left (mul_ne_zero hi hj)
    exact hx (sub_eq_zero.1 (pow_eq_zero_iff two_ne_zero |>.1 h3))
  · intro h
    have hz : ∑ i, ∑ j, w i * w j * (x i - x j) ^ 2 = 0 := by
      refine Finset.sum_eq_zero fun i _ => Finset.sum_eq_zero fun j _ => ?_
      by_cases hi : w i = 0
      · rw [hi]; ring
      by_cases hj : w j = 0
      · rw [hj]; ring
      rw [h i j hi hj]; ring
    linarith
```

The new hypothesis `hx : Function.Injective x` says that different levels have different energies. Without it, two active levels at the same energy, with no others active, would also give equality.

Suppose $L_1^2 = L_0L_2$. The double sum is then zero, and since its terms are nonnegative, each of them is zero. If $w_i$ and $w_j$ are both nonzero, then $(x_i-x_j)^2 = 0$, hence $x_i = x_j$ and $i = j$. The facts `h1`, `h2` and `h3` follow this order: first the outer sum, then the inner sum, then the factor.

Conversely, suppose at most one weight is nonzero. For each pair, either $w_i = 0$, or $w_j = 0$, or $i = j$, and the term vanishes in all three cases. The two `by_cases` lines make this distinction.

## The sign of the conductance

```lean
/-- An open-circuit thermal conductance satisfies `κ T L_0 = L_0 L_2 - L_1 ^ 2`. -/
theorem conductance_mul_moment {w x : ι → ℝ} {T κ : ℝ} (h : IsThermalConductance w x T κ) :
    κ * T * moment w x 0 = moment w x 0 * moment w x 2 - moment w x 1 ^ 2 := by
  -- the bias `μ = -L_1`, `θ = L_0` stops the particle current
  have h1 := h (-moment w x 1) (moment w x 0) (by rw [(onsager_relations _ _ _ _).1]; ring)
  rw [(onsager_relations _ _ _ _).2] at h1
  linear_combination -h1
```

Choose the biases $\mu = -L_1$ and $\theta = L_0$. Then
$$I = -L_0L_1 + L_1L_0 = 0, \qquad J = -L_1^2 + L_2L_0 .$$
The definition of $\kappa$ says $J = \kappa T L_0$, and therefore
$$\kappa T L_0 = L_0L_2 - L_1^2 .$$
In the code, `h` is the assumption that $\kappa$ is a thermal conductance. It is applied like a function to the two biases and to a proof that the particle current vanishes.

```lean
/-- At positive temperature, with nonnegative weights at distinct energies, the open-circuit
thermal conductance is nonnegative, and it vanishes exactly when at most one weight is
nonzero. -/
theorem thermalConductance_nonneg_and_eq_zero_iff (w x : ι → ℝ) (hw : ∀ j, 0 ≤ w j)
    (hx : Function.Injective x) {T κ : ℝ} (hT : 0 < T) (h : IsThermalConductance w x T κ) :
    0 ≤ κ ∧ (κ = 0 ↔ AtMostOneLevel w) := by
  have key := conductance_mul_moment h
  have hle := moment_sq_le w x hw
  have hL : 0 ≤ moment w x 0 :=
    Finset.sum_nonneg fun j _ => by simpa using hw j
  rcases hL.eq_or_lt with h0 | h0
  · -- no active level: every current vanishes
    have hw0 (j : ι) : w j = 0 := by
      have hs : ∑ j, w j = 0 := by simpa [moment] using h0.symm
      exact (Finset.sum_eq_zero_iff_of_nonneg (fun j _ => hw j)).1 hs j (Finset.mem_univ j)
    have h1 := h 0 1 (by simp [particleCurrent, hw0])
    have h2 : κ * T = 0 := by simpa [heatCurrent, hw0] using h1.symm
    have hκ : κ = 0 := (mul_eq_zero.1 h2).resolve_right hT.ne'
    exact ⟨hκ.ge, fun _ i _ hi _ => absurd (hw0 i) hi, fun _ => hκ⟩
  · have hp : 0 < T * moment w x 0 := mul_pos hT h0
    have key' : κ * (T * moment w x 0) =
        moment w x 0 * moment w x 2 - moment w x 1 ^ 2 := by rw [← key]; ring
    refine ⟨nonneg_of_mul_nonneg_left (by rw [key']; linarith) hp, ?_⟩
    rw [← moment_sq_eq_iff w x hw hx]
    constructor
    · intro hκ
      rw [hκ, zero_mul] at key'
      linarith
    · intro he
      have h2 : κ * (T * moment w x 0) = 0 := by rw [key']; linarith
      exact (mul_eq_zero.1 h2).resolve_right hp.ne'
```

This is the main theorem. It assumes nonnegative weights, distinct energies, $T > 0$, and that $\kappa$ is an open-circuit thermal conductance. It concludes that $\kappa \ge 0$, and that $\kappa = 0$ exactly when at most one weight is nonzero. Since $L_0 = \sum_j w_j \ge 0$, there are two cases.

If $L_0 = 0$, all weights vanish and so do both currents. The bias $\mu = 0$, $\theta = 1$ gives $0 = \kappa T$, so $\kappa = 0$. There is no active level, so both sides of the equivalence are true.

If $L_0 > 0$, then $TL_0 > 0$, and the previous identity reads
$$\kappa\,(TL_0) = L_0L_2 - L_1^2 \ge 0 .$$
Hence $\kappa \ge 0$, and $\kappa = 0$ exactly when $L_1^2 = L_0L_2$. The line `rw [← moment_sq_eq_iff w x hw hx]` replaces the condition on the levels by this equality.

For simulation practice, this means that if a non-interacting transmission integral is replaced by a finite sum with nonnegative weights at distinct energies, the same weights being used in all three moments, then a negative electronic $\kappa$ points to rounding or a bug.

## The usual formula and two levels

```lean
/-- For nonzero `L_0` and `T`, the open-circuit thermal conductance exists, is unique and
equals `(L_2 - L_1 ^ 2 / L_0) / T`. -/
theorem isThermalConductance_iff (w x : ι → ℝ) {T κ : ℝ} (hL : moment w x 0 ≠ 0)
    (hT : T ≠ 0) : IsThermalConductance w x T κ ↔
      κ = (moment w x 2 - moment w x 1 ^ 2 / moment w x 0) / T := by
  have e1 : moment w x 0 * (moment w x 1 ^ 2 / moment w x 0) = moment w x 1 ^ 2 := by
    field_simp
  constructor
  · intro h
    rw [eq_div_iff hT]
    apply mul_left_cancel₀ hL
    linear_combination conductance_mul_moment h + e1
  · intro h μ θ hJ
    have hκ : κ * T = moment w x 2 - moment w x 1 ^ 2 / moment w x 0 := (eq_div_iff hT).1 h
    rw [(onsager_relations _ _ _ _).1] at hJ
    rw [(onsager_relations _ _ _ _).2, ← mul_assoc, hκ]
    apply mul_left_cancel₀ hL
    linear_combination moment w x 1 * hJ + θ * e1
```

For $L_0 \ne 0$, the condition $I = 0$ gives $\mu = -L_1\theta/L_0$. Inserting this into $J$ yields
$$J = \Big(L_2 - \frac{L_1^2}{L_0}\Big)\theta, \qquad \kappa = \frac1T\Big(L_2 - \frac{L_1^2}{L_0}\Big).$$
The "if and only if" says that this number is a conductance and that no other number is. Neither the signs of the weights nor distinct energies matter here.

The Lean proof clears the denominator instead of solving for $\mu$. In the forward direction it uses the identity for $\kappa TL_0$. In the backward direction it multiplies the goal by $L_0$ and uses $L_1$ times the equation $L_0\mu + L_1\theta = 0$. The tactic `linear_combination` checks that the goal is the stated combination of known equations.

```lean
/-- Two levels with weights `a`, `b` at energies `x`, `y` have thermal conductance
`a b (x - y) ^ 2 / ((a + b) T)`, for nonzero `a + b` and `T`. -/
theorem two_level_conductance (a b x y : ℝ) {T : ℝ} (hab : a + b ≠ 0) (hT : T ≠ 0) :
    IsThermalConductance ![a, b] ![x, y] T (a * b * (x - y) ^ 2 / ((a + b) * T)) := by
  have m0 : moment ![a, b] ![x, y] 0 = a + b := by simp [moment, Fin.sum_univ_two]
  have m1 : moment ![a, b] ![x, y] 1 = a * x + b * y := by simp [moment, Fin.sum_univ_two]
  have m2 : moment ![a, b] ![x, y] 2 = a * x ^ 2 + b * y ^ 2 := by
    simp [moment, Fin.sum_univ_two]
  rw [isThermalConductance_iff _ _ (by rwa [m0]) hT, m0, m1, m2]
  field_simp
  ring
```

The notation `![a, b]` is a list of two values, here the weights $a, b$ at energies $x, y$. The moments are $L_0 = a+b$, $L_1 = ax+by$ and $L_2 = ax^2+by^2$, so
$$L_0L_2 - L_1^2 = ab(x-y)^2, \qquad \kappa = \frac{ab\,(x-y)^2}{(a+b)\,T}.$$

Take weights $1$ and $3$ at energies $2$ and $-2$, with $T = 3$, in matching units. Then $L_0 = 4$, $L_1 = -4$ and $L_2 = 16$, so $\kappa = (16 - 16/4)/3 = 4$. The two-level formula agrees: $1\cdot 3\cdot 16/(4\cdot 3) = 4$.

The currents show the same thing directly. Take $\mu = \theta = 1$ for easy arithmetic. Literally this means $\Delta T = T$, too large for linear response, but the model's currents are linear in the biases, so scaling both biases down by a common factor scales both currents by that factor. The forces on the levels are $3$ and $-1$. The particle current is $1\cdot 3 + 3\cdot(-1) = 0$, while the heat current is $2\cdot 3 + (-2)\cdot(-3) = 12$, which equals $\kappa T\theta$. The particle flows cancel, but the heat flows add.

## Heat tied to particles

```lean
/-- For nonnegative weights at distinct energies, the heat current is a fixed multiple of the
particle current under all biases exactly when at most one weight is nonzero. -/
theorem tight_coupling_iff (w x : ι → ℝ) (hw : ∀ j, 0 ≤ w j) (hx : Function.Injective x) :
    (∃ E : ℝ, ∀ μ θ, heatCurrent w x μ θ = E * particleCurrent w x μ θ) ↔
      AtMostOneLevel w := by
  constructor
  · rintro ⟨E, hE⟩
    have h1 := hE 1 0
    have h2 := hE 0 1
    rw [(onsager_relations _ _ _ _).1, (onsager_relations _ _ _ _).2] at h1 h2
    rw [← moment_sq_eq_iff w x hw hx]
    linear_combination moment w x 1 * h1 - moment w x 0 * h2
  · intro h
    by_cases hk : ∃ k, w k ≠ 0
    · obtain ⟨k, hk⟩ := hk
      refine ⟨x k, fun μ θ => ?_⟩
      unfold heatCurrent particleCurrent
      rw [Finset.mul_sum]
      refine Finset.sum_congr rfl fun j _ => ?_
      by_cases hj : w j = 0
      · rw [hj]; ring
      · rw [h j k hj hk]
    · push Not at hk
      exact ⟨0, fun μ θ => by simp [heatCurrent, hk]⟩

end

end ThermoelectricMoments
```

With a single active level, every particle carries the same heat, so stopping the particles stops the heat. The theorem makes this an equivalence: there is a fixed $E$ with $J = E\,I$ under all biases exactly when at most one weight is nonzero.

Suppose such an $E$ exists. The bias $\mu = 1$, $\theta = 0$ gives $L_1 = EL_0$, and the bias $\mu = 0$, $\theta = 1$ gives $L_2 = EL_1$. Hence $L_1^2 = EL_0L_1 = L_0L_2$, and the equality case applies. These two equations are `h1` and `h2` in the code.

Conversely, if level $k$ is the active one, take $E = x_k$: in each term of the sum, either $w_j = 0$ or $j = k$. If no level is active, both currents vanish and $E = 0$ serves.

```lean
#print axioms ThermoelectricMoments.thermalConductance_nonneg_and_eq_zero_iff
-- 'ThermoelectricMoments.thermalConductance_nonneg_and_eq_zero_iff' depends on axioms: [propext, Classical.choice, Quot.sound]
#print axioms ThermoelectricMoments.two_level_conductance
-- 'ThermoelectricMoments.two_level_conductance' depends on axioms: [propext, Classical.choice, Quot.sound]
#print axioms ThermoelectricMoments.tight_coupling_iff
-- 'ThermoelectricMoments.tight_coupling_iff' depends on axioms: [propext, Classical.choice, Quot.sound]
```
